# For a decreasing gap response, the screening that gives a fixed gap increase rises with the exchange fraction

Suppose that exact exchange opens a band gap by $a\,D\,e^{-w/k}$, where $a$ is the exchange fraction, $w\ge 0$ the screening parameter, $D>0$ the correction per unit of unscreened exchange and $k>0$ a decay constant. To reach a target correction $T>0$, solve

$$a\,D\,e^{-w/k}=T \quad\Longrightarrow\quad w=k\log\frac{aD}{T}.$$

With $D=4$ eV and $T=1$ eV, the fraction $a=1/4$ needs no screening, $a=1/2$ needs $w=k\log 2$, and $a=1$ needs $w=k\log 4$. Below $a=1/4$ even unscreened exchange gives too little. More exchange must be offset by more screening, and the offset is unique.

The exponential can be replaced by any continuous, strictly decreasing $F$ on $[0,\infty)$ with $F(0)=D$ and $F(w)\to 0$. In a screened hybrid whose gap correction has the product form $aF(w)$, a single gap target therefore fixes a curve of pairs $(a,w)$ and not one pair.

## The tuning curve by hand

1. **Positivity.** For $w\ge 0$, strict decrease gives $F(w)>F(w+1)$. All later values lie at or below $F(w+1)$, so their limit does too: $F(w+1)\ge 0$. Hence $F(w)>0$, and in particular $D=F(0)>0$.
2. **Threshold.** If $aF(w)=T>0$, then $a>0$, because $F(w)>0$. So $T=aF(w)\le aF(0)=aD$, which is $a\ge T/D$.
3. **Existence.** Let $a\ge T/D$. Then $0<T/a\le D=F(0)$. Since $F\to 0$, some $R\ge 0$ has $F(R)<T/a$. By the intermediate value theorem, $F(w)=T/a$ for some $w\in[0,R]$.
4. **Uniqueness.** If $aF(w)=aF(v)=T$, then $a\ne 0$, so $F(w)=F(v)$, and strict decrease gives $w=v$.
5. **Order.** Let $a<b$ with $aF(w)=T=bF(v)$. If $w\ge v$, then $T=aF(w)\le aF(v)<bF(v)=T$, a contradiction. So $w<v$.

Write $\omega(a)$ for the solution at $a\ge T/D$. Steps 3 to 5 say that it exists, is unique and is strictly increasing.

## Gap responses and tuning curves in Lean

```lean
import Mathlib

open Set Filter Topology

namespace ScreenedHybridTuning

/-- The gap correction `F w` per unit of exact exchange at screening parameter `w`: continuous
and strictly decreasing for `w ≥ 0`, equal to `D` without screening, and vanishing as `w → ∞`. -/
structure GapResponse (F : ℝ → ℝ) (D : ℝ) : Prop where
  cont : ContinuousOn F (Ici 0)
  anti : StrictAntiOn F (Ici 0)
  unscreened : F 0 = D
  lim : Tendsto F atTop (𝓝 0)
```

`GapResponse F D` collects the four properties of $F$. The set `Ici 0` is $[0,\infty)$, so continuity and decrease are required only there. That a given material has such a response is assumed and not derived from a functional.

```lean
/-- A tuning curve assigns to each exchange fraction `a ≥ T / D` a screening parameter `ω a ≥ 0` at
which the gap correction `a * F (ω a)` equals the target `T`. The definition is meant for `D ≠ 0`
but does not require it; Lean sets `T / 0 = 0`. -/
def IsTuningCurve (F : ℝ → ℝ) (D T : ℝ) (ω : ℝ → ℝ) : Prop :=
  ∀ a, T / D ≤ a → 0 ≤ ω a ∧ a * F (ω a) = T
```

`IsTuningCurve F D T ω` says that `ω` meets the target at every $a\ge T/D$. Its values below the threshold are arbitrary. The fraction is any real number, so a reader who wants $a\le 1$ has to restrict the curve; if $T>D$, nothing of it remains.

## Vanishing correction at strong screening

The limit `lim` says that exact exchange of vanishing range leaves the gap of the underlying semilocal functional. The derivation uses it in steps 1 and 3.

```lean
variable {F : ℝ → ℝ} {D T : ℝ}

/-- A gap response `F` is positive at every finite screening parameter `w ≥ 0`. -/
theorem GapResponse.pos (h : GapResponse F D) {w : ℝ} (hw : 0 ≤ w) : 0 < F w := by
  have hw1 : (0 : ℝ) ≤ w + 1 := by linarith
  have h1 : F (w + 1) < F w := h.anti hw hw1 (by linarith)
  -- the limit of a decreasing function lies below each of its values
  have h2 : 0 ≤ F (w + 1) := by
    refine le_of_tendsto h.lim ?_
    filter_upwards [eventually_ge_atTop (w + 1)] with c hc
    exact h.anti.antitoneOn hw1 (hw1.trans hc) hc
  linarith
```

In Lean, `h1` is the strict drop from $w$ to $w+1$, and `le_of_tendsto` compares the limit with $F(w+1)$, as in step 1.

If $F$ tended to some $L>0$ instead, every fraction $a\ge T/L$ would overshoot, since $aF(w)>aL\ge T$ at all $w$. Existence at every $a\ge T/D$ thus needs $F$ to fall below each positive level. A negative limit would allow that, but negative fractions could then meet the target as well, and the threshold would no longer mark off the solvable cases.

## Continuity and the unscreened value

Continuity, `cont`, means that the correction responds to screening without jumps. The condition `unscreened` identifies $D$ as the correction per unit of exchange in the global hybrid, at $w=0$. Continuity enters step 3; the value $D$ enters steps 1 to 3.

```lean
/-- For a gap response `F`, a positive target `T` can be met by some `w ≥ 0` exactly when the
exchange fraction is at least `T / D`. -/
theorem target_reachable_iff (h : GapResponse F D) (hT : 0 < T) (a : ℝ) :
    (∃ w, 0 ≤ w ∧ a * F w = T) ↔ T / D ≤ a := by
  have hD : 0 < D := h.unscreened ▸ h.pos le_rfl
  constructor
  · rintro ⟨w, hw, e⟩
    have hF := h.pos hw
    have ha : 0 < a := by
      by_contra hn
      nlinarith
    have hle : F w ≤ F 0 := h.anti.antitoneOn (mem_Ici.2 le_rfl) hw hw
    rw [h.unscreened] at hle
    rw [div_le_iff₀ hD, ← e]
    exact mul_le_mul_of_nonneg_left hle ha.le
  · intro haD
    have ha : 0 < a := (div_pos hT hD).trans_le haD
    -- strong screening brings the correction below the target
    obtain ⟨R, hR, hR0⟩ :=
      ((h.lim.eventually_lt_const (div_pos hT ha)).and (eventually_ge_atTop 0)).exists
    have htop : T / a ≤ F 0 := by
      rw [h.unscreened, div_le_iff₀ ha]
      have := (div_le_iff₀ hD).1 haD
      linarith
    obtain ⟨w, hw, e⟩ :=
      intermediate_value_Icc' hR0 (h.cont.mono Icc_subset_Ici_self) ⟨hR.le, htop⟩
    refine ⟨w, hw.1, ?_⟩
    rw [e]
    field_simp
```

The first half of the proof is step 2: `nlinarith` excludes $a\le 0$, and the bound $F(w)\le F(0)$ is multiplied by $a$. The second half is step 3: `obtain` extracts $R$ from the limit, `htop` is $T/a\le F(0)$, and `intermediate_value_Icc'` is the intermediate value theorem for a function that starts high and ends low.

A jump can remove solutions. Let $F(w)=1+e^{-w}$ for $w<1$ and $F(w)=e^{-w}$ for $w\ge 1$. This function is strictly decreasing with limit 0 and $D=2$, but it never takes the value 1, so $a=1$ misses the target $T=1$ although $a\ge T/D$.

If $D$ were larger than $F(0)$, fractions between $T/D$ and $T/F(0)$ would be promised a solution that they lack. If it were positive but smaller than $F(0)$, some solvable fractions would lie below the stated threshold.

## Strict decrease with screening

The condition `anti` says that shortening the range of exact exchange always reduces its effect on the gap. Steps 1, 2, 4 and 5 use it, but not all need it in its strict form.

```lean
/-- For a gap response, of two exchange fractions that meet the same positive target at screening
parameters `w, v ≥ 0`, the larger one needs the larger screening parameter. -/
theorem screening_lt (h : GapResponse F D) (hT : 0 < T) {a b w v : ℝ} (hab : a < b)
    (hw : 0 ≤ w) (hv : 0 ≤ v) (ea : a * F w = T) (eb : b * F v = T) : w < v := by
  by_contra hn
  have hle : F w ≤ F v := h.anti.antitoneOn hv hw (not_lt.1 hn)
  have hFw := h.pos hw
  have hFv := h.pos hv
  have ha : 0 < a := by
    by_contra hn
    nlinarith
  have h1 : a * F w ≤ a * F v := mul_le_mul_of_nonneg_left hle ha.le
  have h2 : a * F v < b * F v := mul_lt_mul_of_pos_right hab hFv
  linarith
```

Here `hn` supposes $w\ge v$, and `h1` and `h2` are the two inequalities of step 5. Only $F(w)\le F(v)$ is taken from the decrease, together with positivity.

```lean
/-- For a gap response and a given exchange fraction, at most one `w ≥ 0` meets a positive target.
-/
theorem screening_unique (h : GapResponse F D) (hT : 0 < T) {a w v : ℝ}
    (hw : 0 ≤ w) (hv : 0 ≤ v) (ew : a * F w = T) (ev : a * F v = T) : w = v := by
  have ha : a ≠ 0 := by
    rintro rfl
    linarith
  exact h.anti.injOn hw hv (mul_left_cancel₀ ha (ew.trans ev.symm))
```

Uniqueness does need strictness: `h.anti.injOn` is the statement that $F$ takes no value twice. If $F$ had a plateau at a level $c>0$, every $w$ on the plateau would solve the equation at $a=T/c$. If $F$ rose somewhere, say $0<F(1)<F(2)$, the order could fail too: $w=1$ would belong to the fraction $T/F(1)$, and $w=2$ to the smaller fraction $T/F(2)$.

## A positive target

The target $T$ is the desired gap minus the semilocal gap, so $T>0$ means that the semilocal gap is too small. In the derivation this forces $a>0$ in steps 2, 3 and 5, and $a\ne 0$ in step 4. In Lean it is the argument `hT`, which the combined theorem also carries.

```lean
/-- For a gap response and a positive target `T`, each fraction `a ≥ T / D` has exactly one
screening parameter `ω a ≥ 0` that meets the target, and `ω a` is strictly increasing in `a`. -/
theorem exists_strictMono_tuningCurve (h : GapResponse F D) (hT : 0 < T) :
    ∃ ω : ℝ → ℝ, IsTuningCurve F D T ω ∧ StrictMonoOn ω (Ici (T / D)) ∧
      ∀ a, T / D ≤ a → ∀ w, 0 ≤ w → a * F w = T → w = ω a := by
  have hex : ∀ a, ∃ w, T / D ≤ a → 0 ≤ w ∧ a * F w = T := by
    intro a
    by_cases ha : T / D ≤ a
    · obtain ⟨w, hw⟩ := (target_reachable_iff h hT a).2 ha
      exact ⟨w, fun _ => hw⟩
    · exact ⟨0, fun h' => absurd h' ha⟩
  choose ω hω using hex
  refine ⟨ω, hω, ?_, ?_⟩
  · intro a ha b hb hab
    exact screening_lt h hT hab (hω a ha).1 (hω b hb).1 (hω a ha).2 (hω b hb).2
  · intro a ha w hw e
    exact screening_unique h hT hw (hω a ha).1 e (hω a ha).2
```

The statement has three parts: `ω` is a tuning curve, it is strictly increasing on $[T/D,\infty)$, and any $w\ge 0$ that meets the target at such an $a$ equals `ω a`. The proof obtains a solution for each fraction from `target_reachable_iff`, collects these into a function with `choose`, and takes the other two parts from `screening_lt` and `screening_unique`.

For $T=0$, positivity of $F$ leaves only $a=0$, where every $w$ is a solution. For $T<0$, the solvable fractions are those with $a\le T/D$, and the screening falls as $a$ rises.

## A nonzero slope of the response

How fast must $w$ follow $a$? The inverse relation is explicit: the fraction that belongs to screening $w$ is $a=T/F(w)$. Every $w\ge 0$ therefore occurs on the curve.

```lean
/-- For a gap response and a positive target, the screening parameters `ω a` of a tuning curve at
the fractions `a ≥ T / D` fill the whole half-line `w ≥ 0`. -/
theorem tuningCurve_image (h : GapResponse F D) (hT : 0 < T) {ω : ℝ → ℝ}
    (hω : IsTuningCurve F D T ω) : ω '' Ici (T / D) = Ici 0 := by
  ext w
  constructor
  · rintro ⟨a, ha, rfl⟩
    exact (hω a ha).1
  · intro hw
    -- the fraction that belongs to screening `w` is `T / F w`
    have e : T / F w * F w = T := div_mul_cancel₀ T (h.pos hw).ne'
    have ha : T / D ≤ T / F w := (target_reachable_iff h hT _).1 ⟨w, hw, e⟩
    exact ⟨T / F w, ha, screening_unique h hT (hω _ ha).1 hw (hω _ ha).2 e⟩
```

The proof inserts exactly this fraction, shows with `target_reachable_iff` that it is at least $T/D$, and uses uniqueness to identify $\omega(T/F(w))$ with $w$.

Now let $a>T/D$, so that $\omega(a)>\omega(T/D)\ge 0$, and let $F$ have slope $F'\ne 0$ at $w=\omega(a)$. The curve is increasing and its range $[0,\infty)$ has no gaps, so it is continuous at $a$. Differentiating the inverse relation and using $T=aF(w)$ gives

$$\frac{da}{dw}=-\frac{TF'}{F(w)^2},\qquad \frac{d\omega}{da}=-\frac{F(w)^2}{TF'}=-\frac{F(w)}{aF'}.$$

Since $F$ decreases, $F'<0$ and the slope is positive.

```lean
/-- For a gap response `F`, a positive target and `a > T / D`, if `F` has nonzero slope `F'` at
`ω a`, then the tuning curve has slope `-F (ω a) / (a * F')` at `a`. -/
theorem tuningCurve_hasDerivAt (h : GapResponse F D) (hT : 0 < T) {ω : ℝ → ℝ}
    (hω : IsTuningCurve F D T ω) {a F' : ℝ} (ha : T / D < a)
    (hF : HasDerivAt F F' (ω a)) (hF' : F' ≠ 0) :
    HasDerivAt ω (-F (ω a) / (a * F')) a := by
  have hmono : StrictMonoOn ω (Ici (T / D)) := fun x hx y hy hxy =>
    screening_lt h hT hxy (hω x hx).1 (hω y hy).1 (hω x hx).2 (hω y hy).2
  have hpos : 0 < ω a :=
    (hω _ le_rfl).1.trans_lt (hmono (mem_Ici.2 le_rfl) (mem_Ici.2 ha.le) ha)
  -- a monotone curve without gaps in its range is continuous
  have hcont : ContinuousAt ω a := by
    refine hmono.continuousAt_of_image_mem_nhds (Ici_mem_nhds ha) ?_
    rw [tuningCurve_image h hT hω]
    exact Ici_mem_nhds hpos
  have hne : F (ω a) ≠ 0 := (h.pos hpos.le).ne'
  have heq : a * F (ω a) = T := (hω a ha.le).2
  have ha0 : a ≠ 0 := by
    rintro rfl
    linarith
  have hinv : HasDerivAt (fun w => T / F w) (-(T * F') / F (ω a) ^ 2) (ω a) := by
    refine ((hasDerivAt_const (ω a) T).fun_div hF hne).congr_deriv ?_
    show (0 * F (ω a) - T * F') / F (ω a) ^ 2 = -(T * F') / F (ω a) ^ 2
    rw [zero_mul, zero_sub]
  have hslope : -(T * F') / F (ω a) ^ 2 ≠ 0 :=
    div_ne_zero (neg_ne_zero.2 (mul_ne_zero hT.ne' hF')) (pow_ne_zero 2 hne)
  have hleft : ∀ᶠ y in 𝓝 a, (fun w => T / F w) (ω y) = y := by
    filter_upwards [Ici_mem_nhds ha] with y hy
    exact (div_eq_iff (h.pos (hω y hy).1).ne').2 (hω y hy).2.symm
  -- the tuning curve inverts `w ↦ T / F w`
  refine (HasDerivAt.of_local_left_inverse hcont hinv hslope hleft).congr_deriv ?_
  symm
  apply eq_inv_of_mul_eq_one_left
  rw [← heq]
  field_simp
```

In Lean, `F'` is a number, the derivative at the single point `ω a`. The proof establishes continuity in `hcont` and the slope of $T/F$ in `hinv`, and `HasDerivAt.of_local_left_inverse` then inverts that slope.

Physically, $F'\ne 0$ means that the gap responds to a small change of screening at first order. A strictly decreasing function may still have zero slope at isolated points. There $\omega$ has no finite derivative: if it had one, $F(\omega(a))=T/a$ would have slope zero, whereas its slope is $-T/a^2$.

## The exponential response as an instance

The opening example satisfies all the conditions.

```lean
/-- The exponential response `D * exp (-(w / k))` with `D, k > 0` is a gap response, and for `T > 0`
the function `k * log (a * D / T)` of `a` is a tuning curve for it. -/
theorem exponential_witness {k : ℝ} (hD : 0 < D) (hk : 0 < k) (hT : 0 < T) :
    GapResponse (fun w => D * Real.exp (-(w / k))) D ∧
      IsTuningCurve (fun w => D * Real.exp (-(w / k))) D T
        (fun a => k * Real.log (a * D / T)) := by
  refine ⟨⟨Continuous.continuousOn (by fun_prop), ?_, by simp, ?_⟩, ?_⟩
  · intro x _ y _ hxy
    have h1 : x / k < y / k := div_lt_div_of_pos_right hxy hk
    exact mul_lt_mul_of_pos_left (Real.exp_lt_exp.2 (neg_lt_neg h1)) hD
  · have h1 := (Real.tendsto_exp_neg_atTop_nhds_zero.comp
      (tendsto_id.atTop_div_const hk)).const_mul D
    rw [mul_zero] at h1
    exact h1
  · intro a ha
    have ha0 : 0 < a := (div_pos hT hD).trans_le ha
    have h1 : 1 ≤ a * D / T := by
      rw [le_div_iff₀ hT, one_mul]
      exact (div_le_iff₀ hD).1 ha
    refine ⟨mul_nonneg hk.le (Real.log_nonneg h1), ?_⟩
    show a * (D * Real.exp (-(k * Real.log (a * D / T) / k))) = T
    rw [mul_div_cancel_left₀ _ hk.ne', Real.exp_neg, Real.exp_log (by linarith)]
    field_simp

end ScreenedHybridTuning
```

The first part checks the four properties of the response. The second uses $aD/T\ge 1$, so that the logarithm is nonnegative, and then inserts $w=k\log(aD/T)$ into the exponential. Here $F'=-F/k$, and the slope formula reduces to $k/a$, the derivative of $k\log(aD/T)$ with respect to $a$.

```lean
#print axioms ScreenedHybridTuning.screening_lt
#print axioms ScreenedHybridTuning.exists_strictMono_tuningCurve
#print axioms ScreenedHybridTuning.tuningCurve_hasDerivAt
```

```
'ScreenedHybridTuning.screening_lt' depends on axioms: [propext, Classical.choice, Quot.sound]
'ScreenedHybridTuning.exists_strictMono_tuningCurve' depends on axioms: [propext, Classical.choice, Quot.sound]
'ScreenedHybridTuning.tuningCurve_hasDerivAt' depends on axioms: [propext, Classical.choice, Quot.sound]
```

## Orbitals that relax with the functional

The product $aF(w)$ fits a gap evaluated with fixed orbitals. In a self-consistent calculation the orbitals change with $a$ and $w$, and the correction could be modelled for $a>0$ as a general function $G(a,w)$, strictly increasing in $a$ and strictly decreasing in $w$. Step 5 would keep its shape: $a<b$ and $w\ge v$ would give $G(a,w)\le G(a,v)<G(b,v)$, which contradicts a common target. If $G$ is also continuous in $w$ and tends to 0 as $w\to\infty$, the threshold would become the condition $G(a,0)\ge T$. The simple inverse $a=T/F(w)$ would be lost. This is a sketch for a different model, for which the Lean file contains no theorem.

## Tuning with fixed orbitals

Take the band-edge orbitals from a semilocal calculation. For a chosen $w$, evaluate the short-range exact-exchange operator minus the short-range semilocal exchange potential in the conduction-edge and valence-edge states. The difference of these two expectation values is $F(w)$, and to first order the gap changes by $aF(w)$.

If $w$ is given, one evaluation yields the fraction $a=T/F(w)$. If $a$ is given, one solves $F(w)=T/a$, for instance by bisection between $w=0$ and a value at which the correction has fallen below the target. When $F$ is a gap response and $a\ge T/D$, that bracket contains exactly one solution. The gap target alone does not select a point on the curve. Fixing $a$ or $w$ beforehand does, and a second property, such as a gap in another material, may do so.
